# An energy bound for explicit Euler steps in imaginary time

## Two levels and one step

Take a two-level system with energies m < M, orthonormal eigenstates u and v, and the state

x = c u + s v, with c, s real, c² = 1 − e, s² = e, 0 < e < 1.

Write D = M − m. The energy of x is ρ = (1 − e)m + eM, and the residual r = Hx − ρx is

r = −c e D u + s (1 − e) D v.

An Euler step of length t > 0 replaces x by

x − t r = c (1 + t e D) u + s (1 − t(1 − e)D) v.

The energy falls exactly when the upper amplitude shrinks relative to the lower one, that is, when |1 − t(1 − e)D| < 1 + t e D. This is the condition tD(1 − 2e) < 2. If tD < 2, it holds for every mixture. If tD > 2, it fails for small e: the upper amplitude changes sign and overshoots.

## The bound for a general Hamiltonian

The step discretises the norm-conserving imaginary-time equation dx/dτ = −(H − ρ)x, with ħ = 1, so t is an inverse energy. Let R(y) = Re⟨y,Hy⟩/‖y‖² be the energy of a nonzero state y. For symmetric H with energies in [m, M], a unit vector x and any real t,

R(x − t r) ≤ ρ − t‖r‖²(2 − t(M − m))/(1 + t²‖r‖²).

The descent is strict if t > 0, t(M − m) < 2 and r ≠ 0.

In Lean, `E` is a complex inner product space of any dimension and `H : E →ₗ[ℂ] E` is a linear operator defined on all of it. `H.IsSymmetric` means ⟨Hx,y⟩ = ⟨x,Hy⟩, which covers Hermitian matrices and, among them, real symmetric ones. The inner product is conjugate-linear in its first argument. `energy`, `residual` and `eulerStep` are R, r and x − t r; `normalizedStep` also rescales to unit norm.

The hypothesis `EnergiesIn H m M` says that m‖v‖² ≤ Re⟨v,Hv⟩ ≤ M‖v‖² for all v. Physically, it puts a floor and a ceiling on the energy. A continuum kinetic energy has no such ceiling; a finite basis or grid supplies one.

For a fixed Hamiltonian matrix in a finite orthonormal basis, the result gives a safe step length for steepest descent on the energy. It does not treat a self-consistent-field Hamiltonian that changes with the state.

## Orthogonality gives the exact energy

Symmetry makes ⟨x,Hx⟩ real, so it equals ρ. Hence

⟨x,r⟩ = ⟨x,Hx⟩ − ρ⟨x,x⟩ = 0,

‖x − t r‖² = 1 + t²‖r‖².

Since Hx = r + ρx, both cross terms are known:

⟨r,Hx⟩ = ‖r‖², ⟨x,Hr⟩ = ⟨Hx,r⟩ = ‖r‖².

With y = x − t r, this gives

⟨y,Hy⟩ = ρ − 2t‖r‖² + t²⟨r,Hr⟩.

Dividing by ‖y‖² and separating off ρ,

R(y) = ρ + [t²(⟨r,Hr⟩ − ρ‖r‖²) − 2t‖r‖²]/(1 + t²‖r‖²).

Now ⟨r,Hr⟩ ≤ M‖r‖² and ρ ≥ m, so the round bracket is at most (M − m)‖r‖². The numerator is then at most −t‖r‖²(2 − t(M − m)), which is the bound. Under the strictness conditions, the subtracted term is positive.

In finite dimension, the energy bounds follow from eigenvalue bounds. With an orthonormal eigenbasis bᵢ and eigenvalues μᵢ,

⟨v,Hv⟩ = Σᵢ μᵢ|⟨bᵢ,v⟩|², ‖v‖² = Σᵢ |⟨bᵢ,v⟩|²,

and m ≤ μᵢ ≤ M can be applied term by term.

## Beyond the step limit, and many steps below it

For the two-level mixture, ‖r‖² = e(1 − e)D² and ⟨r,Hr⟩ − ρ‖r‖² = e(1 − e)D³(1 − 2e). The exact formula becomes

R(x − t r) − ρ = t e(1 − e)D²(tD(1 − 2e) − 2)/(1 + t²e(1 − e)D²).

If tD > 2, the choice e = (tD − 2)/(4tD) gives tD(1 − 2e) = (tD + 2)/2 > 2, and the energy rises. The same calculation works inside any larger system that has m and M as eigenvalues.

Now let t > 0 and k = 2 − t(M − m) > 0, and normalise after every step, which leaves the energy unchanged. Let ρₙ and rₙ be the energy and residual after n steps, and set

dₙ = t k‖rₙ‖²/(1 + t²‖rₙ‖²).

Then ρₙ₊₁ ≤ ρₙ − dₙ. The energies never increase and never fall below m, so they converge, and 0 ≤ dₙ ≤ ρₙ − ρₙ₊₁ forces dₙ → 0. Solving for the residual,

‖rₙ‖² = dₙ/(t k − t²dₙ) → 0.

This is convergence of the residual, not of the state to the ground state: in exact arithmetic, an iteration started in an excited eigenstate stays there.

## The Lean file

```lean
import Mathlib

open Filter Topology

namespace ImaginaryTimeEuler

noncomputable section

variable {E : Type*} [NormedAddCommGroup E] [InnerProductSpace ℂ E]
  {H : E →ₗ[ℂ] E} {x : E} {m M t : ℝ}

/-- The energy expectation value (Rayleigh quotient) of a nonzero state `x`. -/
def energy (H : E →ₗ[ℂ] E) (x : E) : ℝ := (inner ℂ x (H x)).re / ‖x‖ ^ 2

/-- The residual `H x - ρ x`, with `ρ` the energy of the nonzero state `x`. -/
def residual (H : E →ₗ[ℂ] E) (x : E) : E := H x - (energy H x : ℂ) • x

/-- One explicit Euler step of length `t` in imaginary time, from a nonzero state `x`. -/
def eulerStep (H : E →ₗ[ℂ] E) (t : ℝ) (x : E) : E := x - (t : ℂ) • residual H x

/-- The Euler step followed by normalization, for a nonzero `x` whose Euler step is nonzero. -/
def normalizedStep (H : E →ₗ[ℂ] E) (t : ℝ) (x : E) : E :=
  ((‖eulerStep H t x‖⁻¹ : ℝ) : ℂ) • eulerStep H t x

/-- All energy expectation values of `H` lie between `m` and `M`. -/
def EnergiesIn (H : E →ₗ[ℂ] E) (m M : ℝ) : Prop :=
  ∀ v : E, m * ‖v‖ ^ 2 ≤ (inner ℂ v (H v)).re ∧ (inner ℂ v (H v)).re ≤ M * ‖v‖ ^ 2

/-- In finite dimension, if all eigenvalues of a symmetric `H` lie in `[m, M]`, then so do
its energy expectation values. -/
theorem energiesIn_of_eigenvalues [FiniteDimensional ℂ E] (hH : H.IsSymmetric)
    (h : ∀ μ : ℝ, Module.End.HasEigenvalue H (μ : ℂ) → m ≤ μ ∧ μ ≤ M) :
    EnergiesIn H m M := by
  intro v
  let b := hH.eigenvectorBasis rfl
  have hμ := fun i => h (hH.eigenvalues rfl i) (hH.hasEigenvalue_eigenvalues rfl i)
  -- expand the energy in the eigenbasis
  have hv : inner ℂ v (H v) =
      ((∑ i, hH.eigenvalues rfl i * ‖inner ℂ (b i) v‖ ^ 2 : ℝ) : ℂ) := by
    rw [← b.sum_inner_mul_inner v (H v)]
    push_cast
    refine Finset.sum_congr rfl fun i _ => ?_
    have hb : H (b i) = ((hH.eigenvalues rfl i : ℝ) : ℂ) • b i :=
      hH.apply_eigenvectorBasis rfl i
    rw [← hH (b i) v, hb, inner_smul_left, Complex.conj_ofReal, ← inner_conj_symm v (b i)]
    linear_combination ((hH.eigenvalues rfl i : ℝ) : ℂ) * Complex.conj_mul' (inner ℂ (b i) v)
  rw [hv, Complex.ofReal_re, ← b.sum_sq_norm_inner_right v, Finset.mul_sum, Finset.mul_sum]
  exact ⟨Finset.sum_le_sum fun i _ => mul_le_mul_of_nonneg_right (hμ i).1 (sq_nonneg _),
    Finset.sum_le_sum fun i _ => mul_le_mul_of_nonneg_right (hμ i).2 (sq_nonneg _)⟩

/-- For a symmetric `H` and a unit vector `x`, the energy equals the complex number `⟨x, H x⟩`. -/
theorem energy_eq_inner (hH : H.IsSymmetric) (hx : ‖x‖ = 1) :
    (energy H x : ℂ) = inner ℂ x (H x) := by
  have hc : (starRingEnd ℂ) (inner ℂ x (H x)) = inner ℂ x (H x) := by
    rw [inner_conj_symm]
    exact hH x x
  rw [energy, hx, one_pow, div_one]
  exact Complex.conj_eq_iff_re.mp hc

/-- For a symmetric `H`, the residual of a unit vector is orthogonal to it. -/
theorem inner_residual (hH : H.IsSymmetric) (hx : ‖x‖ = 1) :
    inner ℂ x (residual H x) = 0 := by
  rw [residual, inner_sub_right, inner_smul_right, energy_eq_inner hH hx,
    inner_self_eq_norm_sq_to_K, hx]
  simp

/-- For a symmetric `H`, the squared norm after an Euler step from a unit vector is `1 + t² ‖r‖²`,
with `r` the residual of that vector. -/
theorem norm_sq_eulerStep (hH : H.IsSymmetric) (hx : ‖x‖ = 1) (t : ℝ) :
    ‖eulerStep H t x‖ ^ 2 = 1 + t ^ 2 * ‖residual H x‖ ^ 2 := by
  rw [eulerStep, norm_sub_sq (𝕜 := ℂ), inner_smul_right, inner_residual hH hx, norm_smul, hx,
    Complex.norm_real, Real.norm_eq_abs, mul_pow, sq_abs]
  simp

/-- For a symmetric `H`, the exact energy after an Euler step from a unit vector, in terms of the
initial energy and the residual. -/
theorem energy_eulerStep (hH : H.IsSymmetric) (hx : ‖x‖ = 1) (t : ℝ) :
    energy H (eulerStep H t x) = energy H x +
      (t ^ 2 * ((inner ℂ (residual H x) (H (residual H x))).re
        - energy H x * ‖residual H x‖ ^ 2) - 2 * t * ‖residual H x‖ ^ 2)
      / (1 + t ^ 2 * ‖residual H x‖ ^ 2) := by
  have h0 := inner_residual hH hx
  have h0' : inner ℂ (residual H x) x = 0 := inner_eq_zero_symm.mp h0
  have hHx : H x = residual H x + (energy H x : ℂ) • x := by simp [residual]
  -- both cross terms equal the squared residual norm
  have h1 : inner ℂ (residual H x) (H x) = ((‖residual H x‖ ^ 2 : ℝ) : ℂ) := by
    rw [hHx, inner_add_right, inner_smul_right, h0', inner_self_eq_norm_sq_to_K]
    simp
  have h2 : inner ℂ x (H (residual H x)) = ((‖residual H x‖ ^ 2 : ℝ) : ℂ) := by
    rw [← hH x (residual H x), hHx, inner_add_left, inner_smul_left, h0,
      inner_self_eq_norm_sq_to_K]
    simp
  have h3 := (energy_eq_inner hH hx).symm
  have hy : inner ℂ (eulerStep H t x) (H (eulerStep H t x)) =
      ((energy H x - 2 * t * ‖residual H x‖ ^ 2 : ℝ) : ℂ)
        + ((t ^ 2 : ℝ) : ℂ) * inner ℂ (residual H x) (H (residual H x)) := by
    simp only [eulerStep, map_sub, map_smul, inner_sub_left, inner_sub_right, inner_smul_left,
      inner_smul_right, h1, h2, h3, Complex.conj_ofReal]
    push_cast
    ring
  have he : energy H (eulerStep H t x) =
      (inner ℂ (eulerStep H t x) (H (eulerStep H t x))).re / ‖eulerStep H t x‖ ^ 2 := rfl
  have hpos : 0 < 1 + t ^ 2 * ‖residual H x‖ ^ 2 := by positivity
  rw [he, hy, norm_sq_eulerStep hH hx, Complex.add_re, Complex.ofReal_re, Complex.re_ofReal_mul]
  field_simp
  ring

/-- Energy bound for one Euler step in imaginary time from a unit vector, when `H` is symmetric and
the energies of `H` lie in `[m, M]`. -/
theorem energy_eulerStep_le (hH : H.IsSymmetric) (hE : EnergiesIn H m M) (hx : ‖x‖ = 1)
    (t : ℝ) :
    energy H (eulerStep H t x) ≤ energy H x -
      t * ‖residual H x‖ ^ 2 * (2 - t * (M - m)) / (1 + t ^ 2 * ‖residual H x‖ ^ 2) := by
  have hm : m ≤ energy H x := by simpa [energy, hx] using (hE x).1
  have hM := (hE (residual H x)).2
  have hpos : 0 < 1 + t ^ 2 * ‖residual H x‖ ^ 2 := by positivity
  have ha := mul_le_mul_of_nonneg_right hm (sq_nonneg ‖residual H x‖)
  have hb : (inner ℂ (residual H x) (H (residual H x))).re - energy H x * ‖residual H x‖ ^ 2
      ≤ (M - m) * ‖residual H x‖ ^ 2 := by linarith
  have hc := mul_le_mul_of_nonneg_left hb (sq_nonneg t)
  rw [energy_eulerStep hH hx, sub_eq_add_neg (energy H x), ← neg_div]
  refine add_le_add le_rfl ((div_le_div_iff_of_pos_right hpos).2 ?_)
  nlinarith [hc]

/-- For a symmetric `H` with energies in `[m, M]`, an Euler step from a unit vector with `t > 0` and
`t (M - m) < 2` strictly lowers the energy if the residual is nonzero. -/
theorem energy_eulerStep_lt (hH : H.IsSymmetric) (hE : EnergiesIn H m M) (hx : ‖x‖ = 1)
    (ht : 0 < t) (htM : t * (M - m) < 2) (hr : residual H x ≠ 0) :
    energy H (eulerStep H t x) < energy H x := by
  have hr' : 0 < ‖residual H x‖ := norm_pos_iff.mpr hr
  have hc : 0 < 2 - t * (M - m) := by linarith
  have hd : 0 < t * ‖residual H x‖ ^ 2 * (2 - t * (M - m))
      / (1 + t ^ 2 * ‖residual H x‖ ^ 2) := by positivity
  linarith [energy_eulerStep_le hH hE hx t]

/-- If `m` and `M` are eigenvalues of a symmetric `H`, `t > 0` and `t (M - m) > 2`, then some unit
vector gains energy in one Euler step. -/
theorem exists_energy_rise (hH : H.IsSymmetric) {u v : E} (hu : ‖u‖ = 1) (hv : ‖v‖ = 1)
    (hHu : H u = (m : ℂ) • u) (hHv : H v = (M : ℂ) • v) (ht : 0 < t)
    (htM : 2 < t * (M - m)) :
    ∃ x : E, ‖x‖ = 1 ∧ energy H x < energy H (eulerStep H t x) := by
  have hD : 0 < M - m := pos_of_mul_pos_right (by linarith) ht.le
  have huv : inner ℂ u v = 0 := by
    have h := hH u v
    rw [hHu, hHv, inner_smul_left, inner_smul_right, Complex.conj_ofReal] at h
    have hne : ((M - m : ℝ) : ℂ) ≠ 0 := Complex.ofReal_ne_zero.mpr hD.ne'
    refine (mul_eq_zero.mp ?_).resolve_left hne
    push_cast
    linear_combination -h
  have hvu : inner ℂ v u = 0 := inner_eq_zero_symm.mp huv
  have huu : inner ℂ u u = 1 := by rw [inner_self_eq_norm_sq_to_K, hu]; simp
  have hvv : inner ℂ v v = 1 := by rw [inner_self_eq_norm_sq_to_K, hv]; simp
  have hN : ∀ a b : ℝ, ‖(a : ℂ) • u + (b : ℂ) • v‖ ^ 2 = a ^ 2 + b ^ 2 := by
    intro a b
    rw [norm_add_sq (𝕜 := ℂ), inner_smul_left, inner_smul_right, huv, norm_smul, norm_smul,
      hu, hv]
    simp
  have hQ : ∀ a b : ℝ, (inner ℂ ((a : ℂ) • u + (b : ℂ) • v)
      (H ((a : ℂ) • u + (b : ℂ) • v))).re = a ^ 2 * m + b ^ 2 * M := by
    intro a b
    rw [← Complex.ofReal_re (a ^ 2 * m + b ^ 2 * M)]
    congr 1
    simp only [map_add, map_smul, hHu, hHv, inner_add_left, inner_add_right, inner_smul_left,
      inner_smul_right, huv, hvu, huu, hvv, Complex.conj_ofReal]
    push_cast
    ring
  -- a small admixture of the upper state
  obtain ⟨e, he0, he1, he⟩ : ∃ e : ℝ, 0 < e ∧ e < 1 ∧ 2 < t * (M - m) * (1 - 2 * e) := by
    have hp : 0 < t * (M - m) := by linarith
    refine ⟨(t * (M - m) - 2) / (4 * (t * (M - m))), div_pos (by linarith) (by linarith), ?_, ?_⟩
    · rw [div_lt_one (by linarith)]
      linarith
    · have h : t * (M - m) * ((t * (M - m) - 2) / (4 * (t * (M - m))))
          = (t * (M - m) - 2) / 4 := by
        field_simp
      linarith
  obtain ⟨s, hs⟩ : ∃ s : ℝ, s ^ 2 = e := ⟨√e, Real.sq_sqrt he0.le⟩
  obtain ⟨c, hc⟩ : ∃ c : ℝ, c ^ 2 = 1 - e := ⟨√(1 - e), Real.sq_sqrt (by linarith)⟩
  have hx2 : ‖(c : ℂ) • u + (s : ℂ) • v‖ ^ 2 = 1 := by rw [hN, hs, hc]; ring
  have hx : ‖(c : ℂ) • u + (s : ℂ) • v‖ = 1 := by
    nlinarith [norm_nonneg ((c : ℂ) • u + (s : ℂ) • v)]
  have hρ : energy H ((c : ℂ) • u + (s : ℂ) • v) = (1 - e) * m + e * M := by
    rw [energy, hQ, hx2, hs, hc, div_one]
  have hr : residual H ((c : ℂ) • u + (s : ℂ) • v) =
      ((c * (-(e * (M - m))) : ℝ) : ℂ) • u + ((s * ((1 - e) * (M - m)) : ℝ) : ℂ) • v := by
    rw [residual, hρ, map_add, map_smul, map_smul, hHu, hHv]
    push_cast
    module
  refine ⟨_, hx, ?_⟩
  rw [energy_eulerStep hH hx, hr, hQ, hN, hρ]
  simp only [mul_pow, hs, hc]
  have hK : 0 < t * ((1 - e) * e * (M - m) ^ 2) * (t * (M - m) * (1 - 2 * e) - 2) :=
    mul_pos (mul_pos ht (mul_pos (mul_pos (by linarith) he0) (by positivity))) (by linarith)
  refine lt_add_of_pos_right _ (div_pos ?_ ?_)
  · refine hK.trans_eq ?_
    ring
  · have h1e : 0 < 1 - e := by linarith
    positivity

/-- The energy does not change when a state is multiplied by a nonzero real number. -/
theorem energy_smul (H : E →ₗ[ℂ] E) (y : E) {a : ℝ} (ha : a ≠ 0) :
    energy H ((a : ℂ) • y) = energy H y := by
  simp only [energy, map_smul, inner_smul_left, inner_smul_right, norm_smul,
    Complex.conj_ofReal, Complex.re_ofReal_mul, Complex.norm_real, Real.norm_eq_abs, mul_pow,
    sq_abs]
  rw [← mul_assoc, ← sq, mul_div_mul_left _ _ (pow_ne_zero 2 ha)]

/-- For a symmetric `H` with energies in `[m, M]`, `t > 0` and `t (M - m) < 2`, the residuals of the
normalized Euler iteration from a unit vector tend to zero. -/
theorem residual_tendsto_zero (hH : H.IsSymmetric) (hE : EnergiesIn H m M) (hx : ‖x‖ = 1)
    (ht : 0 < t) (htM : t * (M - m) < 2) :
    Tendsto (fun n : ℕ => ‖residual H ((normalizedStep H t)^[n] x)‖) atTop (𝓝 0) := by
  have hy : ∀ z : E, ‖z‖ = 1 → ‖eulerStep H t z‖ ≠ 0 := by
    intro z hz h0
    have h := norm_sq_eulerStep hH hz t
    rw [h0] at h
    nlinarith [mul_nonneg (sq_nonneg t) (sq_nonneg ‖residual H z‖)]
  have hn : ∀ n : ℕ, ‖(normalizedStep H t)^[n] x‖ = 1 := by
    intro n
    induction n with
    | zero => exact hx
    | succ n ih =>
      rw [Function.iterate_succ_apply', normalizedStep, norm_smul, Complex.norm_real, norm_inv,
        norm_norm, inv_mul_cancel₀ (hy _ ih)]
  obtain ⟨c, hc⟩ : ∃ c : ℝ, c = 2 - t * (M - m) := ⟨_, rfl⟩
  have hc0 : 0 < c := by linarith
  let e : ℕ → ℝ := fun n => energy H ((normalizedStep H t)^[n] x)
  let s : ℕ → ℝ := fun n => ‖residual H ((normalizedStep H t)^[n] x)‖ ^ 2
  let d : ℕ → ℝ := fun n => t * s n * c / (1 + t ^ 2 * s n)
  have hs0 : ∀ n, 0 ≤ s n := fun n => sq_nonneg _
  have hd0 : ∀ n, 0 ≤ d n := fun n =>
    div_nonneg (mul_nonneg (mul_nonneg ht.le (hs0 n)) hc0.le)
      (add_nonneg zero_le_one (mul_nonneg (sq_nonneg t) (hs0 n)))
  have hstep : ∀ n, e (n + 1) ≤ e n - d n := by
    intro n
    have h := energy_eulerStep_le hH hE (hn n) t
    rw [← hc] at h
    simp only [e, Function.iterate_succ_apply']
    rw [normalizedStep, energy_smul H _ (inv_ne_zero (hy _ (hn n)))]
    exact h
  -- the energies never increase and are bounded below, hence converge
  have hanti : Antitone e := antitone_nat_of_succ_le fun n => by linarith [hstep n, hd0 n]
  have hbdd : BddBelow (Set.range e) := by
    refine ⟨m, ?_⟩
    rintro _ ⟨n, rfl⟩
    simpa [e, energy, hn n] using (hE ((normalizedStep H t)^[n] x)).1
  have hlim := tendsto_atTop_ciInf hanti hbdd
  have hdiff : Tendsto (fun n => e n - e (n + 1)) atTop (𝓝 0) := by
    simpa using hlim.sub (hlim.comp (tendsto_add_atTop_nat 1))
  have hd : Tendsto d atTop (𝓝 0) :=
    squeeze_zero hd0 (fun n => by linarith [hstep n]) hdiff
  -- recover the squared residual from the guaranteed descent
  have hsd : ∀ n, d n / (t * c - t ^ 2 * d n) = s n := by
    intro n
    have hp : 0 < 1 + t ^ 2 * s n := by
      linarith [mul_nonneg (sq_nonneg t) (hs0 n)]
    have hmul : d n * (1 + t ^ 2 * s n) = t * s n * c := div_mul_cancel₀ _ hp.ne'
    have hq : (t * c - t ^ 2 * d n) * (1 + t ^ 2 * s n) = t * c := by
      linear_combination -t ^ 2 * hmul
    have hne : t * c - t ^ 2 * d n ≠ 0 := by
      intro h0
      rw [h0, zero_mul] at hq
      exact (mul_pos ht hc0).ne hq
    rw [div_eq_iff hne]
    linear_combination hmul
  have hs : Tendsto s atTop (𝓝 0) := by
    have h := hd.div ((hd.const_mul (t ^ 2)).const_sub (t * c))
      (by rw [mul_zero, sub_zero]; exact (mul_pos ht hc0).ne')
    rw [zero_div] at h
    exact h.congr hsd
  have hsqrt := hs.sqrt
  rw [Real.sqrt_zero] at hsqrt
  exact hsqrt.congr fun n => Real.sqrt_sq (norm_nonneg _)

end

end ImaginaryTimeEuler
```

```lean
#print axioms ImaginaryTimeEuler.energy_eulerStep_le
-- 'ImaginaryTimeEuler.energy_eulerStep_le' depends on axioms: [propext, Classical.choice, Quot.sound]
#print axioms ImaginaryTimeEuler.energy_eulerStep_lt
-- 'ImaginaryTimeEuler.energy_eulerStep_lt' depends on axioms: [propext, Classical.choice, Quot.sound]
#print axioms ImaginaryTimeEuler.exists_energy_rise
-- 'ImaginaryTimeEuler.exists_energy_rise' depends on axioms: [propext, Classical.choice, Quot.sound]
#print axioms ImaginaryTimeEuler.residual_tendsto_zero
-- 'ImaginaryTimeEuler.residual_tendsto_zero' depends on axioms: [propext, Classical.choice, Quot.sound]
```

## How the proof follows the algebra

`energiesIn_of_eigenvalues` carries out the eigenbasis expansion and compares the sums with `Finset.sum_le_sum`. `energy_eq_inner` obtains the reality of ⟨x,Hx⟩ from symmetry; `inner_residual` and `norm_sq_eulerStep` are the orthogonality and norm identities.

In `energy_eulerStep`, `h1` and `h2` are the two cross terms and `hy` is the expanded quadratic form; `field_simp` and `ring` then separate off ρ. `energy_eulerStep_le` uses `hm` and `hM` for the floor and ceiling, combines them in `hb`, and compares numerators over the common positive denominator. `energy_eulerStep_lt` adds the positivity of the guaranteed descent.

`exists_energy_rise` first derives the orthogonality of u and v from their different eigenvalues. `hN` and `hQ` compute ‖y‖² and Re⟨y,Hy⟩ for real combinations y of u and v, and `hK` is the positive numerator of the energy change.

`energy_smul` shows that rescaling preserves the energy. In `residual_tendsto_zero`, `hstep` is the descent inequality, `hanti` and `hbdd` give convergence of the energies, `squeeze_zero` gives dₙ → 0, and `hsd` is the solved formula for ‖rₙ‖². In that proof the code's `e n`, `s n` and `c` are ρₙ, ‖rₙ‖² and k above, not the weight and amplitudes of the two-level mixture.

## A matrix version

The Hamiltonian could also have been modelled as a Hermitian n × n matrix, with bounds on its eigenvalues as the hypothesis. That would be closer to the data in a program, but it would build in finite dimension and make the eigenbasis expansion part of the main proof. The algebra of the step would stay the same.
